# Matrix powers acting on a vector as weighted averages over a finite-state random walk that allows every nonzero matrix element

The theorem `expect_weight` concerns a random walk on a finite set of states, with a stochastic transition matrix `P` that gives positive probability to every move where the real matrix `K` has a nonzero entry. Take the walk's `n`-step histories from state `i`, and weight the value of a real vector `s` at the state reached after `m` ≤ `n` steps by the product of the ratios `K/P` over those `m` steps. The theorem says that the exact expectation of this quantity is (Kᵐs)ᵢ; the entries of `K` may be negative, and no symmetry is assumed. The attempt goes by induction on `n`: the case `m = 0` rests on the path probabilities summing to one, and a later step is handled by conditioning on the first move.

In Lean, a first try:

```lean
import Mathlib

open Matrix

namespace ExpectWeight

noncomputable section

variable {ι : Type*} [Fintype ι]

/-- A matrix of transition probabilities: nonnegative entries and unit row sums. -/
structure IsStochastic (P : Matrix ι ι ℝ) : Prop where
  nonneg : ∀ i j, 0 ≤ P i j
  row_sum : ∀ i, ∑ j, P i j = 1

/-- The states visited by a history that starts at `i` and then runs through `ω`. -/
def track {n : ℕ} (i : ι) (ω : Fin n → ι) : Fin (n + 1) → ι :=
  Fin.cons (α := fun _ => ι) i ω

/-- The probability of a history under the transition matrix `P`. -/
def pathProb {n : ℕ} (P : Matrix ι ι ℝ) (i : ι) (ω : Fin n → ι) : ℝ :=
  ∏ k : Fin n, P (track i ω k.castSucc) (track i ω k.succ)

/-- The `P`-expectation of a quantity `X` over `n`-step histories from `i`. -/
def expect {n : ℕ} (P : Matrix ι ι ℝ) (i : ι) (X : (Fin n → ι) → ℝ) : ℝ :=
  ∑ ω, pathProb P i ω * X ω

/-- The product of the ratios `K/P` over the first `m` steps of a history, meant for
histories whose steps all have nonzero probability. -/
def weight {n : ℕ} (K P : Matrix ι ι ℝ) (i : ι) (ω : Fin n → ι) (m : ℕ) : ℝ :=
  ∏ k : Fin n, if (k : ℕ) < m then
    K (track i ω k.castSucc) (track i ω k.succ) /
      P (track i ω k.castSucc) (track i ω k.succ) else 1

/-- An expectation over histories can be taken by conditioning on the first move. -/
theorem expect_succ {n : ℕ} (P : Matrix ι ι ℝ) (i : ι) (X : (Fin (n + 1) → ι) → ℝ) :
    expect P i X = ∑ j, P i j * expect P j (fun ω : Fin n → ι => X (track j ω)) := by
  have hsum : ∀ F : (Fin (n + 1) → ι) → ℝ,
      ∑ ω, F ω = ∑ j, ∑ ω : Fin n → ι, F (track j ω) := fun F =>
    (Equiv.sum_comp (Fin.consEquiv fun _ : Fin (n + 1) => ι) F).symm.trans
      (Fintype.sum_prod_type _)
  have hprob : ∀ (j : ι) (ω : Fin n → ι),
      pathProb P i (track j ω) = P i j * pathProb P j ω := by
    intro j ω
    unfold pathProb
    rw [Fin.prod_univ_succ]
    rfl
  simp only [expect]
  rw [hsum]
  simp only [hprob, Finset.mul_sum, mul_assoc]

/-- For a stochastic matrix the path probabilities are nonnegative and sum to one. -/
theorem pathProb_distribution {P : Matrix ι ι ℝ} (hP : IsStochastic P) (n : ℕ) (i : ι) :
    (∀ ω : Fin n → ι, 0 ≤ pathProb P i ω) ∧ ∑ ω : Fin n → ι, pathProb P i ω = 1 := by
  refine ⟨fun ω => Finset.prod_nonneg fun k _ => hP.nonneg _ _, ?_⟩
  have h : expect P i (fun _ : Fin n → ι => 1) = 1 := by
    induction n generalizing i with
    | zero => simp [expect, pathProb]
    | succ n ih =>
      rw [expect_succ]
      simp only [ih, mul_one]
      exact hP.row_sum i
  simpa only [expect, mul_one] using h

variable [DecidableEq ι]

/-- If `P` is stochastic and allows every move with nonzero `K`, the weighted source at
step `m` of an `n`-step history has expectation `(Kᵐ s)ᵢ`. -/
theorem expect_weight {K P : Matrix ι ι ℝ} (hP : IsStochastic P)
    (hKP : ∀ i j, K i j ≠ 0 → 0 < P i j) (s : ι → ℝ) (n : ℕ) (m : Fin (n + 1)) (i : ι) :
    expect P i (fun ω : Fin n → ι => weight K P i ω m * s (track i ω m))
      = (K ^ (m : ℕ) *ᵥ s) i := by
  -- at step zero only the normalisation of the path probabilities enters
  have h0 : ∀ (n : ℕ) (i : ι), expect P i (fun ω : Fin n → ι =>
      weight K P i ω ((0 : Fin (n + 1)) : ℕ) * s (track i ω 0))
        = (K ^ ((0 : Fin (n + 1)) : ℕ) *ᵥ s) i := by
    intro n i
    have hw : ∀ ω : Fin n → ι, weight K P i ω 0 = 1 := fun ω => by simp [weight]
    have ht : ∀ ω : Fin n → ι, track i ω 0 = i := fun _ => rfl
    simp only [expect, Fin.val_zero, hw, ht, one_mul, ← Finset.sum_mul,
      (pathProb_distribution hP n i).2, pow_zero, Matrix.one_mulVec]
  induction n generalizing i with
  | zero =>
    obtain rfl : m = 0 := Subsingleton.elim _ _
    exact h0 0 i
  | succ n ih =>
    cases m using Fin.cases with
    | zero => exact h0 _ i
    | succ m =>
      -- the first move contributes one factor K/P
      have hw : ∀ (j : ι) (ω : Fin n → ι), weight K P i (track j ω) ((m : ℕ) + 1)
          = K i j / P i j * weight K P j ω m := by
        intro j ω
        unfold weight
        rw [Fin.prod_univ_succ]
        refine congrArg₂ (· * ·) (if_pos (by simp))
          (Finset.prod_congr rfl fun k _ => if_congr (by simp) rfl rfl)
      have ht : ∀ (j : ι) (ω : Fin n → ι),
          track i (track j ω) m.succ = track j ω m := fun _ _ => rfl
      rw [expect_succ]
      simp only [Fin.val_succ, hw, ht]
      rw [pow_succ', ← Matrix.mulVec_mulVec]
      change _ = ∑ j, K i j * (K ^ (m : ℕ) *ᵥ s) j
      refine Finset.sum_congr rfl fun j _ => ?_
      rw [← ih m j]
      simp only [expect, Finset.mul_sum]
      refine Finset.sum_congr rfl fun ω _ => ?_
      by_cases h : K i j = 0
      · simp [h]
      · have hp := (hKP i j h).ne'
        field_simp

end

end ExpectWeight
```

The error:

```
Main.lean:84:26: error(lean.synthInstanceFailed): failed to synthesize instance of type class
  Subsingleton (Fin (0 + 1))

Hint: Type class instance resolution failures can be inspected with the `set_option trace.Meta.synthInstance true` command.
```

As a diff, the version that Lean accepts:

```diff
@@ -82,5 +82,5 @@
   induction n generalizing i with
   | zero =>
-    obtain rfl : m = 0 := Subsingleton.elim _ _
+    obtain rfl : m = 0 := Fin.ext (Nat.lt_one_iff.mp m.isLt)
     exact h0 0 i
   | succ n ih =>
```

The error is in the base case of the induction, where the history has no steps and `m` has type `Fin (0 + 1)`. That type has only one element, so `m = 0` is true. But `Subsingleton.elim` needs an instance saying that the type has at most one element, and Lean's instance search found none for `Fin (0 + 1)`. Mathlib has such an instance for `Fin 1`, but the search did not match it to the type written with the sum `0 + 1`.

The repair proves the equality without that instance. `m.isLt` says that the value of `m` is less than `0 + 1`, which Lean accepts as the bound `< 1` that `Nat.lt_one_iff` expects, since the two are equal by computation. `Nat.lt_one_iff.mp` then gives that the value is zero, and `Fin.ext` turns this equality of values into `m = 0`. The rest of the proof is unchanged.
